# Schmidt form of a two-qubit unit vector under local unitaries

Take two qubits in the state \((e_{00}+e_{01})/\sqrt2\). Write its amplitudes as a matrix, with rows for the first qubit and columns for the second:

\[
\frac1{\sqrt2}\begin{pmatrix}1&1\\0&0\end{pmatrix}.
\]

The two columns are parallel. A Hadamard gate on the second qubit mixes them into \((1,0)\) and \((0,0)\), which are orthogonal, and the state becomes \(e_{00}\). The problems below ask how far such local basis changes simplify an arbitrary pure state of two qubits.

A two-qubit vector is a function `ψ : Fin 2 × Fin 2 → ℂ`, its amplitudes in a fixed orthonormal product basis with indices 0 and 1. It describes a pure state when \(\sum_{ij}|\psi_{ij}|^2=1\). The notation `U₂` stands for the group of 2 by 2 unitaries, `⊗ₖ` for the Kronecker product and `*ᵥ` for a matrix acting on a vector. That a real pair of qubits is in a pure state at all is an assumption of the model.

```lean
import Mathlib

open Matrix
open scoped ComplexConjugate Kronecker

namespace TwoQubitSchmidt

local notation "M₂" => Matrix (Fin 2) (Fin 2) ℂ
local notation "U₂" => unitaryGroup (Fin 2) ℂ
```

The simple vectors to aim for are \(s\,e_{00}+t\,e_{11}\) with real \(s,t\).

```lean
/-- The two-qubit vector `s e00 + t e11`. -/
noncomputable def schmidtVec (s t : ℝ) : Fin 2 × Fin 2 → ℂ :=
  (s : ℂ) • Pi.single (0, 0) 1 + (t : ℂ) • Pi.single (1, 1) 1
```

The amplitude matrix \(A\) of \(\psi\) has entries \(A_{ij}=\psi_{ij}\).

```lean
/-- The 2 by 2 matrix of amplitudes of a two-qubit vector. -/
def amp (ψ : Fin 2 × Fin 2 → ℂ) : M₂ := Matrix.of fun i j => ψ (i, j)
```

## (a) Local operations on the amplitude matrix

Show that \(U\otimes V\) changes the amplitude matrix by

\[
A\mapsto UAV^{T}.
\]

**Solution.** Expand the action in components:

\[
\sum_{k,l}U_{ik}V_{jl}\psi_{kl}=\sum_{k,l}U_{ik}A_{kl}(V^T)_{lj}.
\]

The transpose carries no complex conjugation. Lean expands both sides entry by entry and compares them with `ring`; unitarity is not needed.

```lean
/-- A local operation `U ⊗ V` turns the amplitude matrix `A` into `U A Vᵀ`. -/
theorem amp_local (U V : M₂) (ψ : Fin 2 × Fin 2 → ℂ) :
    amp ((U ⊗ₖ V) *ᵥ ψ) = U * amp ψ * Vᵀ := by
  ext i j
  simp only [amp, Matrix.of_apply, Matrix.mulVec, dotProduct, Fintype.sum_prod_type,
    Fin.sum_univ_two, Matrix.mul_apply, Matrix.kroneckerMap_apply, Matrix.transpose_apply]
  ring
```

## (b) The amplitude matrix of the target vector

Show that \(s\,e_{00}+t\,e_{11}\) has amplitude matrix

\[
D=\begin{pmatrix}s&0\\0&t\end{pmatrix}.
\]

**Solution.** The only amplitudes that can be nonzero are \(\psi_{00}=s\) and \(\psi_{11}=t\). Lean checks the four entries.

```lean
/-- The amplitude matrix of `s e00 + t e11` is diagonal with entries `s` and `t`. -/
theorem amp_schmidtVec (s t : ℝ) : amp (schmidtVec s t) = !![(s : ℂ), 0; 0, (t : ℂ)] := by
  ext i j
  fin_cases i <;> fin_cases j <;> simp [amp, schmidtVec, Pi.single_apply]
```

## (c) Completing a unit vector to a unitary

Let \(|x|^2+|y|^2=1\) and \(|e|=1\), where \(e\) is a phase and not a basis vector. Show that

\[
F=\begin{pmatrix}x&-e\bar y\\y&e\bar x\end{pmatrix}\quad\text{is unitary.}
\]

**Solution.** Both columns have length one, and their overlap is \(\bar x(-e\bar y)+\bar y(e\bar x)=0\). Hence \(F^\dagger F=1\). The facts `h1` to `h4` are the four entries of this product.

```lean
/-- A unit vector `(x, y)`, completed by its orthogonal partner times a phase `e`,
forms a unitary matrix. -/
theorem frame_unitary {x y e : ℂ} (h : x * conj x + y * conj y = 1) (he : e * conj e = 1) :
    (!![x, -(e * conj y); y, e * conj x] : M₂) ∈ U₂ := by
  have hs : star (!![x, -(e * conj y); y, e * conj x] : M₂)
      = !![conj x, conj y; -(conj e * y), conj e * x] := by
    ext i j
    fin_cases i <;> fin_cases j <;> simp [Matrix.star_apply]
  have h1 : conj x * x + conj y * y = 1 := by linear_combination h
  have h2 : conj x * -(e * conj y) + conj y * (e * conj x) = 0 := by ring
  have h3 : -(conj e * y) * x + conj e * x * y = 0 := by ring
  have h4 : -(conj e * y) * -(e * conj y) + conj e * x * (e * conj x) = 1 := by
    linear_combination (e * conj e) * h + he
  rw [mem_unitaryGroup_iff', hs, Matrix.mul_fin_two, h1, h2, h3, h4, Matrix.one_fin_two]
```

## (d) A zero of a quadratic form on the unit sphere

For complex \(p,q,r\), find \(x,y\) with \(|x|^2+|y|^2=1\) and

\[
px^2+qxy+ry^2=0.
\]

**Solution.** If \(p=0\), take \((1,0)\). Otherwise choose \(z\) with \(z^2=q^2-4pr\) and set \(w=(-q+z)/(2p)\). Then

\[
4p(pw^2+qw+r)=(2pw+q)^2-(q^2-4pr)=0,
\]

so \((w,1)\) is a zero. The form is homogeneous, so \((kw,k)\) with \(k=(|w|^2+1)^{-1/2}\) is a zero of unit length. Lean takes \(z\) from the algebraic closedness of \(\mathbb C\).

```lean
/-- Every complex quadratic form in two variables vanishes at some unit vector. -/
theorem exists_unit_root (p q r : ℂ) :
    ∃ x y : ℂ, x * conj x + y * conj y = 1 ∧ p * x ^ 2 + q * x * y + r * y ^ 2 = 0 := by
  by_cases hp : p = 0
  · exact ⟨1, 0, by simp, by simp [hp]⟩
  obtain ⟨z, hz⟩ := IsAlgClosed.exists_pow_nat_eq (q ^ 2 - 4 * p * r) (n := 2) two_pos
  obtain ⟨w, h1⟩ : ∃ w, 2 * p * w = -q + z := ⟨(-q + z) / (2 * p), by field_simp⟩
  have hw : p * w ^ 2 + q * w + r = 0 := by
    apply mul_left_cancel₀ (mul_ne_zero (by norm_num : (4 : ℂ) ≠ 0) hp)
    linear_combination (2 * p * w + q + z) * h1 + hz
  -- rescale the root `(w, 1)` to unit length
  have hn : 0 < Complex.normSq w + 1 := by linarith [Complex.normSq_nonneg w]
  obtain ⟨k, hk⟩ : ∃ k : ℝ, k ^ 2 * (Complex.normSq w + 1) = 1 :=
    ⟨(√(Complex.normSq w + 1))⁻¹, by
      rw [inv_pow, Real.sq_sqrt hn.le, inv_mul_cancel₀ hn.ne']⟩
  have hkc : (k : ℂ) ^ 2 * (w * conj w + 1) = 1 := by
    rw [Complex.mul_conj]
    exact_mod_cast hk
  refine ⟨k * w, k, ?_, by linear_combination (k : ℂ) ^ 2 * hw⟩
  simp only [map_mul, Complex.conj_ofReal]
  linear_combination hkc
```

## (e) Making the columns orthogonal

For any \(A\), find a unitary \(W\) such that \(B=AW\) satisfies

\[
\sum_i B_{i0}\overline{B_{i1}}=0,\qquad \sum_i|B_{i1}|^2\le\sum_i|B_{i0}|^2 .
\]

The overlap conjugates the second column, opposite to the usual bra-ket order; its vanishing means the same.

**Solution.** Take \(W\) from (c) with \(e=1\). Then \(B_{i0}=xA_{i0}+yA_{i1}\) and \(B_{i1}=-\bar yA_{i0}+\bar xA_{i1}\), so the overlap is

\[
x^2\sum_iA_{i0}\overline{A_{i1}}+xy\sum_i\left(|A_{i1}|^2-|A_{i0}|^2\right)-y^2\sum_iA_{i1}\overline{A_{i0}} .
\]

No conjugates of \(x,y\) remain, so (d) supplies a zero. If the first column is the shorter one, multiply \(W\) by the swap matrix. The Lean proof makes this case split with `le_total`.

```lean
/-- A unitary change of basis on the right makes the two columns of any 2 by 2 matrix
orthogonal, with the first at least as long as the second. -/
theorem exists_orthogonal_columns (A : M₂) : ∃ W ∈ U₂, ∃ B : M₂, A * W = B ∧
    B 0 0 * conj (B 0 1) + B 1 0 * conj (B 1 1) = 0 ∧
    ‖B 0 1‖ ^ 2 + ‖B 1 1‖ ^ 2 ≤ ‖B 0 0‖ ^ 2 + ‖B 1 0‖ ^ 2 := by
  obtain ⟨x, y, hxy, hq⟩ := exists_unit_root
    (A 0 0 * conj (A 0 1) + A 1 0 * conj (A 1 1))
    (A 0 1 * conj (A 0 1) + A 1 1 * conj (A 1 1) - A 0 0 * conj (A 0 0) - A 1 0 * conj (A 1 0))
    (-(A 0 1 * conj (A 0 0)) - A 1 1 * conj (A 1 0))
  obtain ⟨W, hW, ho⟩ : ∃ W ∈ U₂,
      (A * W) 0 0 * conj ((A * W) 0 1) + (A * W) 1 0 * conj ((A * W) 1 1) = 0 := by
    refine ⟨_, frame_unitary (e := 1) hxy (by simp), ?_⟩
    simp [Matrix.mul_apply, Fin.sum_univ_two]
    linear_combination hq
  obtain ⟨B, hB⟩ : ∃ B, A * W = B := ⟨_, rfl⟩
  rw [hB] at ho
  rcases le_total (‖B 0 1‖ ^ 2 + ‖B 1 1‖ ^ 2) (‖B 0 0‖ ^ 2 + ‖B 1 0‖ ^ 2) with h | h
  · exact ⟨W, hW, B, hB, ho, h⟩
  -- otherwise exchange the two columns
  have hX : (!![0, 1; 1, 0] : M₂) ∈ U₂ := by
    rw [mem_unitaryGroup_iff]
    ext i j
    fin_cases i <;> fin_cases j <;> simp [Matrix.mul_apply, Fin.sum_univ_two, Matrix.star_apply]
  refine ⟨W * (!![0, 1; 1, 0] : M₂), mul_mem hW hX, !![B 0 1, B 0 0; B 1 1, B 1 0], ?_,
    by simpa [mul_comm] using congrArg (starRingEnd ℂ) ho, by simpa using h⟩
  rw [← Matrix.mul_assoc, hB]
  ext i j
  fin_cases i <;> fin_cases j <;> simp [Matrix.mul_apply, Fin.sum_univ_two]
```

## (f) Splitting off the column lengths

Let \(B\) have orthogonal columns, the first nonzero. Find a unitary \(U\) and \(s,t\ge0\), equal to the column lengths, with

\[
B=U\begin{pmatrix}s&0\\0&t\end{pmatrix}.
\]

**Solution.** Let \(s\) be the length of the first column and write that column as \(s(x,y)\). Orthogonality gives \(\bar xB_{01}+\bar yB_{11}=0\). With \(z=xB_{11}-yB_{01}\),

\[
-z\bar y=(|x|^2+|y|^2)B_{01}=B_{01},\qquad z\bar x=(|x|^2+|y|^2)B_{11}=B_{11}.
\]

Write \(z=te\) with \(t=|z|\) and \(|e|=1\). The matrix \(F\) of (c) is the required \(U\), and \(t\) is the length of the second column. If \(z=0\), any phase serves. In Lean, `h01` and `h11` express the second column through \(z\), and `k1` to `k4` verify the product.

```lean
/-- A matrix with orthogonal columns, the first nonzero, is a unitary times the diagonal
matrix of the column lengths. -/
theorem exists_left_unitary (B : M₂) (ho : B 0 0 * conj (B 0 1) + B 1 0 * conj (B 1 1) = 0)
    (hpos : 0 < ‖B 0 0‖ ^ 2 + ‖B 1 0‖ ^ 2) :
    ∃ U ∈ U₂, ∃ s t : ℝ, 0 ≤ s ∧ 0 ≤ t ∧
      s ^ 2 = ‖B 0 0‖ ^ 2 + ‖B 1 0‖ ^ 2 ∧ t ^ 2 = ‖B 0 1‖ ^ 2 + ‖B 1 1‖ ^ 2 ∧
      B = U * !![(s : ℂ), 0; 0, (t : ℂ)] := by
  obtain ⟨s, hs0, hs⟩ : ∃ s : ℝ, 0 < s ∧ s ^ 2 = ‖B 0 0‖ ^ 2 + ‖B 1 0‖ ^ 2 :=
    ⟨_, Real.sqrt_pos.mpr hpos, Real.sq_sqrt hpos.le⟩
  have hs' : (s : ℂ) ≠ 0 := by exact_mod_cast hs0.ne'
  obtain ⟨x, hx⟩ : ∃ x : ℂ, s * x = B 0 0 := ⟨B 0 0 / s, by field_simp⟩
  obtain ⟨y, hy⟩ : ∃ y : ℂ, s * y = B 1 0 := ⟨B 1 0 / s, by field_simp⟩
  have hn : ‖x‖ ^ 2 + ‖y‖ ^ 2 = 1 := by
    rw [← hx, ← hy, norm_mul, norm_mul, Complex.norm_real, Real.norm_of_nonneg hs0.le] at hs
    apply mul_left_cancel₀ (pow_ne_zero 2 hs0.ne')
    linear_combination -hs
  have hxy : x * conj x + y * conj y = 1 := by
    rw [Complex.mul_conj, Complex.mul_conj, Complex.normSq_eq_norm_sq, Complex.normSq_eq_norm_sq]
    exact_mod_cast hn
  have ho1 : x * conj (B 0 1) + y * conj (B 1 1) = 0 := by
    apply mul_left_cancel₀ hs'
    linear_combination ho + conj (B 0 1) * hx + conj (B 1 1) * hy
  have ho2 : conj x * B 0 1 + conj y * B 1 1 = 0 := by
    simpa using congrArg (starRingEnd ℂ) ho1
  -- the second column is a multiple `z` of the vector orthogonal to the first
  obtain ⟨z, h01, h11⟩ : ∃ z : ℂ, B 0 1 = -(z * conj y) ∧ B 1 1 = z * conj x :=
    ⟨x * B 1 1 - y * B 0 1, by linear_combination (-B 0 1) * hxy + x * ho2,
      by linear_combination (-B 1 1) * hxy + y * ho2⟩
  obtain ⟨e, he, hez⟩ : ∃ e : ℂ, e * conj e = 1 ∧ (‖z‖ : ℂ) * e = z :=
    ⟨Complex.exp (Complex.arg z * Complex.I), by
      rw [Complex.mul_conj, Complex.normSq_eq_norm_sq, Complex.norm_exp_ofReal_mul_I]
      simp, Complex.norm_mul_exp_arg_mul_I z⟩
  refine ⟨_, frame_unitary hxy he, s, ‖z‖, hs0.le, norm_nonneg z, hs, ?_, ?_⟩
  · rw [h01, h11, norm_neg, norm_mul, norm_mul, RCLike.norm_conj, RCLike.norm_conj]
    linear_combination (-‖z‖ ^ 2) * hn
  · have k1 : x * (s : ℂ) + -(e * conj y) * 0 = B 0 0 := by linear_combination hx
    have k2 : x * 0 + -(e * conj y) * (‖z‖ : ℂ) = B 0 1 := by
      linear_combination (-conj y) * hez - h01
    have k3 : y * (s : ℂ) + e * conj x * 0 = B 1 0 := by linear_combination hy
    have k4 : y * 0 + e * conj x * (‖z‖ : ℂ) = B 1 1 := by
      linear_combination conj x * hez - h11
    rw [Matrix.mul_fin_two, k1, k2, k3, k4]
    exact Matrix.eta_fin_two B
```

## (g) The Schmidt form

Let \(\sum_{ij}|\psi_{ij}|^2=1\). Find unitaries \(U,V\) and reals \(s\ge t\ge0\) with \(s^2+t^2=1\) and

\[
\psi=(U\otimes V)(s\,e_{00}+t\,e_{11}).
\]

**Solution.** Take \(W\) and \(B=AW\) from (e). Since \(BB^\dagger=AWW^\dagger A^\dagger=AA^\dagger\), taking traces shows that \(B\) has total weight one. Its longer column is therefore nonzero, and (f) gives \(B=UD\) with \(s^2+t^2=1\) and \(s\ge t\). Undoing \(W\),

\[
A=UDW^\dagger=UDV^T,\qquad V=(W^\dagger)^T=\overline W .
\]

By (a) and (b), both sides of the claim have the same amplitude matrix, so they are equal. In the code `key` and `hinv` are the trace argument, `hV` is the unitarity of \(V\), and `hamp` compares the amplitude matrices.

```lean
/-- Schmidt form: every two-qubit unit vector is `(U ⊗ V)(s e00 + t e11)` with `U`, `V`
unitary, `s ≥ t ≥ 0` and `s² + t² = 1`. -/
theorem schmidt_form (ψ : Fin 2 × Fin 2 → ℂ) (hψ : ∑ p, ‖ψ p‖ ^ 2 = 1) :
    ∃ U ∈ U₂, ∃ V ∈ U₂, ∃ s t : ℝ,
      0 ≤ t ∧ t ≤ s ∧ s ^ 2 + t ^ 2 = 1 ∧ ψ = (U ⊗ₖ V) *ᵥ schmidtVec s t := by
  obtain ⟨W, hW, B, hB, ho, hle⟩ := exists_orthogonal_columns (amp ψ)
  have hWW := mem_unitaryGroup_iff.mp hW
  -- the total weight is the trace of `M M†`, which `W` leaves unchanged
  have key : ∀ M : M₂, (M * star M).trace =
      ((‖M 0 0‖ ^ 2 + ‖M 0 1‖ ^ 2 + ‖M 1 0‖ ^ 2 + ‖M 1 1‖ ^ 2 : ℝ) : ℂ) := by
    intro M
    simp only [Matrix.trace_fin_two, Matrix.mul_apply, Fin.sum_univ_two, Matrix.star_apply,
      RCLike.star_def, Complex.mul_conj, Complex.normSq_eq_norm_sq]
    push_cast
    ring
  have hinv : B * star B = amp ψ * star (amp ψ) := by
    rw [← hB, star_mul, Matrix.mul_assoc, ← Matrix.mul_assoc W, hWW, Matrix.one_mul]
  have hsum := key B
  rw [hinv, key (amp ψ)] at hsum
  have hw := Complex.ofReal_injective hsum
  simp only [amp, Matrix.of_apply] at hw
  simp only [Fintype.sum_prod_type, Fin.sum_univ_two] at hψ
  obtain ⟨U, hU, s, t, hs, ht, hs2, ht2, hD⟩ := exists_left_unitary B ho (by linarith)
  have hV : (star W)ᵀ ∈ U₂ := by
    have h : star ((star W)ᵀ) = Wᵀ := by
      ext i j
      simp [Matrix.star_apply]
    rw [mem_unitaryGroup_iff, h, ← Matrix.transpose_mul, hWW, Matrix.transpose_one]
  refine ⟨U, hU, (star W)ᵀ, hV, s, t, ht, by nlinarith, by linarith, ?_⟩
  have hamp : amp ψ = amp ((U ⊗ₖ (star W)ᵀ) *ᵥ schmidtVec s t) := by
    rw [amp_local, amp_schmidtVec, Matrix.transpose_transpose, ← hD, ← hB, Matrix.mul_assoc,
      hWW, Matrix.mul_one]
  funext p
  exact congrFun (congrFun hamp p.1) p.2
```

## (h) The determinant in Schmidt form

Let \(A\) be the amplitude matrix of \((U\otimes V)(s\,e_{00}+t\,e_{11})\), with \(U,V\) unitary and \(s,t\ge0\). Show that

\[
|\det A|=st.
\]

**Solution.** From \(UU^\dagger=1\) follows \(|\det U|=1\), and likewise for \(V\). Hence \(|\det(UDV^T)|=|\det D|=st\). Neither normalisation nor ordering of \(s,t\) is used. The fact `h1` is the statement about unitaries, and the final rewriting multiplies the moduli.

```lean
/-- For a vector in Schmidt form with nonnegative coefficients `s` and `t`, the determinant
of the amplitude matrix has modulus `s t`. -/
theorem norm_det_schmidt {U V : M₂} (hU : U ∈ U₂) (hV : V ∈ U₂) {s t : ℝ}
    (hs : 0 ≤ s) (ht : 0 ≤ t) : ‖(amp ((U ⊗ₖ V) *ᵥ schmidtVec s t)).det‖ = s * t := by
  have h1 : ∀ M ∈ U₂, ‖M.det‖ = 1 := by
    intro M hM
    have h := congrArg (fun N => ‖Matrix.det N‖) (mem_unitaryGroup_iff.mp hM)
    simp only [Matrix.det_mul, Matrix.star_eq_conjTranspose, Matrix.det_conjTranspose,
      norm_mul, norm_star, Matrix.det_one, norm_one] at h
    nlinarith [norm_nonneg M.det]
  rw [amp_local, Matrix.det_mul, Matrix.det_mul, Matrix.det_transpose, norm_mul, norm_mul,
    h1 U hU, h1 V hV, one_mul, mul_one, amp_schmidtVec, Matrix.det_fin_two_of, mul_zero,
    sub_zero, norm_mul, Complex.norm_real, Complex.norm_real, Real.norm_of_nonneg hs,
    Real.norm_of_nonneg ht]

end TwoQubitSchmidt
```

```lean
#print axioms TwoQubitSchmidt.schmidt_form
#print axioms TwoQubitSchmidt.norm_det_schmidt
```

```
'TwoQubitSchmidt.schmidt_form' depends on axioms: [propext, Classical.choice, Quot.sound]
'TwoQubitSchmidt.norm_det_schmidt' depends on axioms: [propext, Classical.choice, Quot.sound]
```

## Coefficients and entropy of \((e_{00}+e_{01}+e_{10})/\sqrt3\)

Here \(\det A=-1/3\), so \(st=1/3\). Together with \(s^2+t^2=1\) this gives \((s+t)^2=5/3\) and \((s-t)^2=1/3\), hence

\[
s=\frac{\sqrt5+1}{2\sqrt3}\approx0.934,\qquad t=\frac{\sqrt5-1}{2\sqrt3}\approx0.357 .
\]

The same algebra recovers \(s\ge t\) from \(|\det A|\) for any normalised state, a consequence drawn here without a Lean proof.

For a pure state of two qubits, \(s^2\) and \(t^2\) are the eigenvalues of either qubit's reduced density matrix. In this example the entanglement entropy is \(-s^2\ln s^2-t^2\ln t^2\approx0.381\).

In a numerical calculation, the four amplitudes are reshaped into \(A\) and passed to a singular value routine. It returns \(A=UDX^\dagger\) with \(X\) unitary; the singular values are \(s,t\), and the unitary on the second qubit is \(V=\overline X\).
